# For finitely many real orbitals, the Foster–Boys functional is stationary exactly when all pair gradients vanish

A localisation routine that stops because its functional has barely changed in the last sweep may have stopped only because its steps were short. The orbitals it returns can then still be improved to first order by some rotation, and the change in the functional doesn't reveal this. What is needed is a quantity, computed from the current orbitals alone, that is zero exactly when no rotation changes the functional to first order.

## The derivative along an orbital rotation

Let $X_a$ be the real symmetric matrices of the position components (for example $a=x,y,z$) in an orthonormal set of real orbitals. A matrix $U$ transforms the orbitals, with the new orbitals as its columns. The Foster–Boys functional is

$$L(U)=\sum_a\sum_i\big((U^{T}X_aU)_{ii}\big)^2 ,$$

which for orthogonal $U$ is the sum of the squared distances of the orbital centroids from the origin. Define the pair gradient

$$G_{ij}=\sum_a (X_a)_{ij}\big((X_a)_{ii}-(X_a)_{jj}\big).$$

For every antisymmetric $K$,

$$\frac{d}{dt}L(e^{tK})\Big|_{t=0}=-2\sum_{i,j}K_{ij}G_{ij},$$

and this derivative is zero for all antisymmetric $K$ if and only if $G_{ij}=0$ for all $i,j$.

Many texts minimise the orbital spread instead. For orthogonal $U$ the spread is a constant minus $L(U)$, so minimal spread means maximal $L$.

## Convergence tests and ascent directions

Localised orbitals are the input to many local correlation methods, and for a finite set of real orbitals the largest $|G_{ij}|$ is a direct test of stationarity: it is zero exactly when they are stationary. It needs only the current position matrices. After an orthogonal rotation $U$, replace each $X_a$ by $U^TX_aU$ and evaluate $G$ again.

The formula also fixes the sign of a gradient step. With the convention $U=e^{tK}$, the choice $K=-G$ gives the derivative $+2\sum_{ij}G_{ij}^2$, so $L$ rises to first order unless $G=0$.

A factor of two is easily lost here. The sum over $i,j$ counts each pair twice, while a code usually stores only the parameters $K_{ij}$ with $i<j$. The derivative with respect to one such parameter is $-4G_{ij}$, not $-2G_{ij}$, and a finite-difference check at orbitals with $G_{ij}\neq 0$ will show the discrepancy.

## From the matrix exponential to the pair gradient

Write $R(t)=e^{tK}$ with $K^T=-K$. Then $R^T=e^{-tK}$, so $R^TR=1$ and $R$ is orthogonal. At $t=0$ we have $R=1$ and $\dot R=K$.

Take one symmetric matrix $A$. Its rotated diagonal elements are

$$D_i(t)=\sum_{k,l}R_{li}A_{lk}R_{ki}.$$

The product rule at $t=0$, followed by the symmetry of $A$, gives

$$\dot D_i=\sum_l K_{li}A_{li}+\sum_k A_{ik}K_{ki}=2\sum_j A_{ij}K_{ji}.$$

Since $D_i(0)=A_{ii}$ and $K_{ji}=-K_{ij}$, the sum of squares changes at the rate

$$\sum_i 2A_{ii}\dot D_i=-4\sum_{i,j}K_{ij}A_{ij}A_{ii}.$$

Exchanging the names $i$ and $j$ changes the sign of $K_{ij}$ and leaves $A_{ij}$ alone, so

$$\sum_{i,j}K_{ij}A_{ij}A_{jj}=-\sum_{i,j}K_{ij}A_{ij}A_{ii}.$$

Therefore $\sum_{ij}K_{ij}A_{ij}(A_{ii}-A_{jj})=2\sum_{ij}K_{ij}A_{ij}A_{ii}$, and the rate of change is

$$-2\sum_{i,j}K_{ij}A_{ij}(A_{ii}-A_{jj}).$$

Setting $A=X_a$ and summing over $a$ gives the stated derivative.

If $G=0$, the derivative is zero for every $K$. For the other direction, $G_{ji}=-G_{ij}$ because each $X_a$ is symmetric, so $K=G$ is an allowed generator. Stationarity along it reads $-2\sum_{ij}G_{ij}^2=0$, and a sum of real squares is zero only if every term is.

For the spread, let $Q$ be the matrix of $r^2$ and let $U$ be orthogonal. Then $\operatorname{tr}(U^TQU)=\operatorname{tr}(QUU^T)=\operatorname{tr}Q$, and hence

$$\sum_i\Big[(U^TQU)_{ii}-\sum_a\big((U^TX_aU)_{ii}\big)^2\Big]=\operatorname{tr}Q-L(U).$$

If the current orbitals maximise $L$ over all orthogonal $U$, then $t\mapsto L(e^{tK})$ has a maximum at $t=0$ for each antisymmetric $K$. Its derivative there is zero, so $G=0$.

The converse fails. For the single matrix $X=\begin{pmatrix}0&1\\1&0\end{pmatrix}$ the diagonal is zero, so $G=0$ and $L(1)=0$. The rotation with columns $(3/5,4/5)$ and $(-4/5,3/5)$ gives diagonal elements $24/25$ and $-24/25$, hence $L(U)=1152/625$.

## The Lean file

```lean
import Mathlib

open Matrix
open NormedSpace (exp)

namespace OrbitalLocalisation

variable {α n : Type*} [Fintype α] [Fintype n] [DecidableEq n]

/-- The Foster-Boys functional: the sum of the squared diagonal elements of the
matrices `X a` (position components) after the orbitals are transformed by `U`. -/
def boys (X : α → Matrix n n ℝ) (U : Matrix n n ℝ) : ℝ :=
  ∑ a, ∑ i, ((Uᵀ * X a * U) i i) ^ 2

/-- The pair gradient of localisation: the sum over `a` of
`(X a)_ij ((X a)_ii - (X a)_jj)`. -/
def pairGradient (X : α → Matrix n n ℝ) (i j : n) : ℝ :=
  ∑ a, X a i j * (X a i i - X a j j)

/-- For an antisymmetric generator `K`, the transpose of the rotation `exp(tK)` is
`exp(-tK)`. -/
theorem transpose_rotation {K : Matrix n n ℝ} (hK : Kᵀ = -K) (t : ℝ) :
    (exp (t • K))ᵀ = exp (-(t • K)) := by
  rw [← Matrix.exp_transpose, Matrix.transpose_smul, hK, smul_neg]

/-- Each matrix element of `exp(tK)` has the corresponding element of `K` as its
derivative at `t = 0`. -/
theorem hasDerivAt_exp_entry (K : Matrix n n ℝ) (i j : n) :
    HasDerivAt (fun t : ℝ => (exp (t • K)) i j) (K i j) 0 := by
  let : NormedRing (Matrix n n ℝ) := Matrix.linftyOpNormedRing
  let : NormedAlgebra ℝ (Matrix n n ℝ) := Matrix.linftyOpNormedAlgebra
  have : CompleteSpace (Matrix n n ℝ) := FiniteDimensional.complete ℝ _
  have h := hasDerivAt_exp_smul_const (𝕂 := ℝ) K (0 : ℝ)
  -- reading off a matrix element is a continuous linear map
  have h2 := (LinearMap.toContinuousLinearMap
    (Matrix.entryLinearMap ℝ ℝ i j)).hasFDerivAt.comp_hasDerivAt (0 : ℝ) h
  refine h2.congr_deriv ?_
  change (exp ((0 : ℝ) • K) * K) i j = K i j
  rw [zero_smul, NormedSpace.exp_zero, one_mul]

/-- First-order change of a diagonal element of a symmetric matrix `A` when the
orbitals are transformed by `exp(tK)`. -/
theorem hasDerivAt_diag {A : Matrix n n ℝ} (hA : A.IsSymm) (K : Matrix n n ℝ) (i : n) :
    HasDerivAt (fun t : ℝ => ((exp (t • K))ᵀ * A * exp (t • K)) i i)
      (2 * ∑ j, A i j * K j i) 0 := by
  have h1 : ∀ k, HasDerivAt (fun t : ℝ => ∑ l, (exp (t • K)) l i * A l k)
      (∑ l, K l i * A l k) 0 := fun k =>
    HasDerivAt.fun_sum fun l _ => (hasDerivAt_exp_entry K l i).mul_const (A l k)
  have h2 : HasDerivAt
      (fun t : ℝ => ∑ k, (∑ l, (exp (t • K)) l i * A l k) * (exp (t • K)) k i)
      (∑ k, ((∑ l, K l i * A l k) * (1 : Matrix n n ℝ) k i
        + (∑ l, (1 : Matrix n n ℝ) l i * A l k) * K k i)) 0 :=
    HasDerivAt.fun_sum fun k _ => by
      have h := (h1 k).fun_mul (hasDerivAt_exp_entry K k i)
      simpa only [zero_smul, NormedSpace.exp_zero] using h
  -- the two product-rule terms agree because `A` is symmetric
  have e : (∑ k, ((∑ l, K l i * A l k) * (1 : Matrix n n ℝ) k i
      + (∑ l, (1 : Matrix n n ℝ) l i * A l k) * K k i)) = 2 * ∑ j, A i j * K j i := by
    simp only [Matrix.one_apply, mul_ite, ite_mul, mul_one, mul_zero, one_mul, zero_mul,
      Finset.sum_add_distrib, Finset.sum_ite_eq', Finset.mem_univ, if_true]
    rw [two_mul]
    congr 1
    refine Finset.sum_congr rfl fun l _ => ?_
    rw [hA.apply i l]
    ring
  simpa only [Matrix.mul_apply, Matrix.transpose_apply] using h2.congr_deriv e

omit [DecidableEq n] in
/-- For symmetric `A` and antisymmetric `K`, the sum over `i` of `2 A_ii` times `2 ∑ j, A_ij K_ji`
equals `-2` times the sum over `i` and `j` of `K_ij A_ij (A_ii - A_jj)`. -/
theorem pair_sum {A K : Matrix n n ℝ} (hA : A.IsSymm) (hK : Kᵀ = -K) :
    ∑ i, 2 * A i i * (2 * ∑ j, A i j * K j i)
      = -2 * ∑ i, ∑ j, K i j * (A i j * (A i i - A j j)) := by
  have hK' : ∀ i j, K j i = -K i j := fun i j => congrFun (congrFun hK i) j
  have left : ∑ i, 2 * A i i * (2 * ∑ j, A i j * K j i)
      = -4 * ∑ i, ∑ j, K i j * (A i j * A i i) := by
    simp only [Finset.mul_sum]
    refine Finset.sum_congr rfl fun i _ => Finset.sum_congr rfl fun j _ => ?_
    rw [hK' i j]
    ring
  -- exchanging the names of the two orbitals changes the sign
  have swap : ∑ i, ∑ j, K i j * (A i j * A j j)
      = -∑ i, ∑ j, K i j * (A i j * A i i) := by
    simp only [← Finset.sum_neg_distrib]
    refine Finset.sum_comm.trans
      (Finset.sum_congr rfl fun i _ => Finset.sum_congr rfl fun j _ => ?_)
    rw [hK' i j, hA.apply i j]
    ring
  rw [left]
  simp only [mul_sub, Finset.sum_sub_distrib]
  linarith

/-- For symmetric `X a` and antisymmetric `K`, the derivative of the Foster-Boys functional
along `exp(tK)` at `t = 0` is `-2` times the sum of `K_ij` times the pair gradient. -/
theorem hasDerivAt_boys {X : α → Matrix n n ℝ} (hX : ∀ a, (X a).IsSymm)
    {K : Matrix n n ℝ} (hK : Kᵀ = -K) :
    HasDerivAt (fun t : ℝ => boys X (exp (t • K)))
      (-2 * ∑ i, ∑ j, K i j * pairGradient X i j) 0 := by
  have h : HasDerivAt (fun t : ℝ => boys X (exp (t • K)))
      (∑ a, ∑ i, 2 * X a i i * (2 * ∑ j, X a i j * K j i)) 0 :=
    HasDerivAt.fun_sum fun a _ => HasDerivAt.fun_sum fun i _ => by
      have h := (hasDerivAt_diag (hX a) K i).fun_pow 2
      refine h.congr_deriv ?_
      simp [NormedSpace.exp_zero]
  refine h.congr_deriv ?_
  rw [Finset.sum_congr rfl fun a _ => pair_sum (hX a) hK]
  simp only [pairGradient, Finset.mul_sum]
  exact Finset.sum_comm.trans (Finset.sum_congr rfl fun i _ => Finset.sum_comm)

/-- Localisation stationarity: for symmetric `X a`, the Foster-Boys functional is stationary
under every rotation `exp(tK)` with antisymmetric `K` if and only if the pair gradient
vanishes for all pairs of orbitals. -/
theorem stationary_iff {X : α → Matrix n n ℝ} (hX : ∀ a, (X a).IsSymm) :
    (∀ K : Matrix n n ℝ, Kᵀ = -K →
      HasDerivAt (fun t : ℝ => boys X (exp (t • K))) 0 0) ↔
    ∀ i j, pairGradient X i j = 0 := by
  constructor
  · intro h
    -- the pair gradient is itself an admissible generator
    have hG : (Matrix.of (pairGradient X))ᵀ = -Matrix.of (pairGradient X) := by
      ext i j
      change pairGradient X j i = -pairGradient X i j
      simp only [pairGradient, ← Finset.sum_neg_distrib]
      refine Finset.sum_congr rfl fun a _ => ?_
      rw [(hX a).apply i j]
      ring
    have h0 := (hasDerivAt_boys hX hG).unique (h _ hG)
    simp only [Matrix.of_apply] at h0
    have hs : ∑ i, ∑ j, pairGradient X i j * pairGradient X i j = 0 := by linarith
    intro i j
    have hi := (Finset.sum_eq_zero_iff_of_nonneg fun i _ =>
      Finset.sum_nonneg fun j _ => mul_self_nonneg (pairGradient X i j)).1 hs i
        (Finset.mem_univ i)
    have hj := (Finset.sum_eq_zero_iff_of_nonneg fun j _ =>
      mul_self_nonneg (pairGradient X i j)).1 hi j (Finset.mem_univ j)
    exact mul_self_eq_zero.1 hj
  · intro h K hK
    refine (hasDerivAt_boys hX hK).congr_deriv ?_
    simp [h]

/-- For an orthogonal `U` and any matrix `Q` (representing `r²`), the total spread of the
transformed orbitals is the trace of `Q` minus the Foster-Boys functional. -/
theorem spread_eq (X : α → Matrix n n ℝ) (Q : Matrix n n ℝ) {U : Matrix n n ℝ}
    (hU : Uᵀ * U = 1) :
    ∑ i, ((Uᵀ * Q * U) i i - ∑ a, ((Uᵀ * X a * U) i i) ^ 2) = Q.trace - boys X U := by
  have ht : (Uᵀ * Q * U).trace = Q.trace := by
    rw [Matrix.trace_mul_cycle, mul_eq_one_comm.1 hU, one_mul]
  rw [Finset.sum_sub_distrib, ← ht, boys]
  congr 1
  exact Finset.sum_comm

/-- If no orthogonal transformation increases the Foster-Boys functional of symmetric
`X a`, then the pair gradient vanishes for all pairs of orbitals. -/
theorem pairGradient_eq_zero_of_max {X : α → Matrix n n ℝ} (hX : ∀ a, (X a).IsSymm)
    (hmax : ∀ U : Matrix n n ℝ, Uᵀ * U = 1 → boys X U ≤ boys X 1) (i j : n) :
    pairGradient X i j = 0 := by
  refine (stationary_iff hX).1 (fun K hK => ?_) i j
  have hd := hasDerivAt_boys hX hK
  have hloc : IsLocalMax (fun t : ℝ => boys X (exp (t • K))) 0 := by
    refine Filter.Eventually.of_forall fun t => ?_
    change boys X (exp (t • K)) ≤ boys X (exp ((0 : ℝ) • K))
    rw [zero_smul, NormedSpace.exp_zero]
    apply hmax
    have hc : Commute (-(t • K)) (t • K) := (Commute.refl (t • K)).neg_left
    rw [transpose_rotation hK, ← Matrix.exp_add_of_commute _ _ hc,
      neg_add_cancel, NormedSpace.exp_zero]
  exact hd.congr_deriv (hloc.hasDerivAt_eq_zero hd)

/-- Stationary orbitals need not be maximally localised: for the single matrix with rows
`(0, 1)` and `(1, 0)` the pair gradient vanishes, yet an explicit orthogonal matrix
increases the Foster-Boys functional. -/
theorem stationary_not_max :
    let X : Unit → Matrix (Fin 2) (Fin 2) ℝ := fun _ => !![0, 1; 1, 0]
    let U : Matrix (Fin 2) (Fin 2) ℝ := !![3/5, -4/5; 4/5, 3/5]
    (∀ i j, pairGradient X i j = 0) ∧ Uᵀ * U = 1 ∧ boys X 1 < boys X U := by
  intro X U
  refine ⟨?_, ?_, ?_⟩
  · intro i j
    fin_cases i <;> fin_cases j <;> simp [pairGradient, X]
  · ext i j
    fin_cases i <;> fin_cases j <;>
      norm_num [U, Matrix.mul_apply, Fin.sum_univ_succ, Matrix.one_apply]
  · norm_num [boys, X, U, Matrix.mul_apply, Fin.sum_univ_succ, Matrix.one_apply]

end OrbitalLocalisation
```

```lean
#print axioms OrbitalLocalisation.spread_eq
#print axioms OrbitalLocalisation.pairGradient_eq_zero_of_max
#print axioms OrbitalLocalisation.stationary_not_max
```

```
'OrbitalLocalisation.spread_eq' depends on axioms: [propext, Classical.choice, Quot.sound]
'OrbitalLocalisation.pairGradient_eq_zero_of_max' depends on axioms: [propext, Classical.choice, Quot.sound]
'OrbitalLocalisation.stationary_not_max' depends on axioms: [propext, Classical.choice, Quot.sound]
```

## What the theorems say about orbitals

The type `n` labels the orbitals and `α` the components; both are finite, and `α` need not have three elements. `boys X U` is $L(U)$, and `pairGradient X i j` is $G_{ij}$. The hypothesis `hX` says that each `X a` is symmetric, as the position matrices of real orbitals are. The condition `Kᵀ = -K` makes `exp (t • K)` a rotation.

In `stationary_iff`, the expression `HasDerivAt (fun t : ℝ => boys X (exp (t • K))) 0 0` says that the function has derivative zero (first `0`) at the point $t=0$ (second `0`). The theorem equates this, for all antisymmetric `K`, with the vanishing of every pair gradient. `hasDerivAt_boys` gives the value of the derivative whether or not it is zero.

In `spread_eq`, `Q` is an arbitrary matrix that stands for $r^2$, and no relation between `Q` and `X` is assumed. `pairGradient_eq_zero_of_max` assumes that no orthogonal matrix, reflections included, gives a larger functional than the identity. `stationary_not_max` records the two-orbital example.

## How the lemmas build the derivative

`transpose_rotation` rewrites the transpose of $e^{tK}$ as $e^{-tK}$; only the theorem on maxima uses it. `hasDerivAt_exp_entry` differentiates the exponential as a whole, for which it chooses a matrix norm locally, and then reads off one element through a continuous linear map.

`hasDerivAt_diag` applies the product rule to the double sum for $D_i$; its step `e` removes the identity matrices and merges the two terms by symmetry. In `pair_sum`, `left` produces the factor $-4$, `swap` exchanges the orbital names, and `linarith` combines them. `hasDerivAt_boys` adds the derivative of the square and reorders the sums.

In `stationary_iff`, `hG` shows that the pair gradient is antisymmetric. The uniqueness of derivatives then equates the computed value with zero, and nonnegativity isolates each square. For a maximum, `pairGradient_eq_zero_of_max` first shows that $e^{tK}$ is orthogonal, because $-tK$ and $tK$ commute, and then uses the vanishing of the derivative at a local maximum. `spread_eq` rests on the cyclic property of the trace, and `stationary_not_max` on evaluating the entries.

## Zero gradient, maximal localisation and numerical thresholds

A code may rely on the equivalence and on the value of the derivative, for any finite number of real orbitals. It may not read $G=0$ as proof of localisation. The two-orbital example has a familiar physical form: a gerade and an ungerade $\sigma$ orbital of a homonuclear diatomic, with the origin at the midpoint, have zero diagonal position elements and, in general, a nonzero element between them along the bond. A gradient method started there does not move, although a finite rotation would localise the orbitals. A perturbed starting guess or a second-derivative check addresses this.

The stationarity criterion concerns $G$ exactly equal to zero. The theorems give no bound on the distance to a maximum when $|G_{ij}|$ is merely below a threshold, and they say nothing about the convergence of any algorithm. Complex orbitals would need Hermitian matrices and unitary rotations. The step from the model to a calculation is the identification of `X a` with position integrals over orthonormal orbitals: the theorems accept any symmetric matrices, so errors in the integrals or a loss of orthonormality must be checked separately.

Symmetry itself matters for the implication from stationarity to $G=0$, as a short calculation separate from the Lean code shows. Take the single matrix

$$X=\begin{pmatrix}1&1\\-1&0\end{pmatrix}.$$

Its antisymmetric part contributes nothing to the diagonal of $U^TXU$, so a rotation by an angle $\theta$ gives $L=\cos^4\theta+\sin^4\theta$, which is stationary at $\theta=0$. Yet $G_{12}=1\cdot(1-0)=1$. With a sign error in one triangle of a position matrix, the functional computed from that matrix can therefore be stationary while $G$ is not zero. If the lower triangle holds the error here, the correct matrix has both off-diagonal elements equal to $1$, and its functional is not stationary: the faulty functional hides a gradient that is really there.
